# Holding-time weights recover stationary averages from the rejection-free version of a finite irreducible Markov chain

If a rejection-free simulation gives every visit to a state the same weight, its averages are generally wrong. Take two levels with waiting probabilities \(1/2\) and \(3/4\). The original chain spends one third of its time in the first level and two thirds in the second, but the chain of actual moves alternates between them and gives each weight \(1/2\). Weighting each visit by its mean duration repairs this. For finite irreducible chains with known, nonzero escape probabilities, this justifies, at the level of exact stationary averages, the time weights in rejection-free Monte Carlo, a method that is useful when most proposed moves are rejected.

The states form a finite set `S`, and observables are real functions on it.

In Lean 4 with Mathlib:

```lean
import Mathlib

open Finset

namespace NFoldWay

noncomputable section

variable {S : Type*} [Fintype S] [DecidableEq S]
```

Let \(P(x,y)\) be the probability of a step from \(x\) to \(y\). Entries are nonnegative and each row sums to one; rejected moves contribute to \(P(x,x)\).

```lean
/-- A matrix of transition probabilities: nonnegative entries and rows summing to one. -/
structure IsStochastic (P : S → S → ℝ) : Prop where
  nonneg : ∀ x y, 0 ≤ P x y
  row_sum : ∀ x, ∑ y, P x y = 1
```

A weight \(w\) is stationary if \(\sum_x w(x)P(x,y)=w(y)\) for every \(y\). This is global balance; detailed balance is not required. The definition imposes neither sign nor normalisation.

```lean
/-- The weight `w` is left unchanged by one step of the chain `P` (global balance). -/
def IsStationary (P : S → S → ℝ) (w : S → ℝ) : Prop :=
  ∀ y, ∑ x, w x * P x y = w y
```

Irreducibility means that a finite path of allowed moves joins any state to any other.

```lean
/-- Every state can be reached from every other by moves of positive probability. -/
def IsIrreducible (P : S → S → ℝ) : Prop :=
  ∀ x y, Relation.ReflTransGen (fun a b => 0 < P a b) x y
```

The escape probability is \(e(x)=1-P(x,x)\).

```lean
/-- The probability of leaving the state `x` in one step. -/
def escape (P : S → S → ℝ) (x : S) : ℝ := 1 - P x x
```

The jump chain keeps only changes of state: \(J(x,x)=0\), and \(J(x,y)=P(x,y)/e(x)\) for \(x\ne y\).

```lean
/-- The rejection-free chain: the next state given that the state changes. -/
def jump (P : S → S → ℝ) (x y : S) : ℝ :=
  if x = y then 0 else P x y / escape P x
```

A visit to \(x\) lasts \(n+1\) steps with probability \(P(x,x)^n e(x)\): \(n\) waits, then a departure. The mean holding time \(\tau(x)\) is the mean of this geometric law.

```lean
/-- The mean number of steps spent in `x` per visit: a stay of `n + 1` steps has
probability `P x x ^ n * (1 - P x x)`. -/
def meanHoldingTime (P : S → S → ℝ) (x : S) : ℝ :=
  ∑' n : ℕ, ((n : ℝ) + 1) * (P x x ^ n * escape P x)
```

Write \(a=P(x,x)\), with \(0\le a<1\). The two standard geometric series give

\[
\tau(x)=(1-a)\left[\sum_n n a^n+\sum_n a^n\right]
=(1-a)\left[\frac{a}{(1-a)^2}+\frac1{1-a}\right]=\frac1{e(x)}.
\]

`HasSum` records convergence to this value, and `key` carries out the same algebra.

```lean
omit [DecidableEq S] in
/-- The series for the mean holding time converges, and its value is the inverse
escape probability. -/
theorem holding_time {P : S → S → ℝ} (hP : IsStochastic P) {x : S} (hx : P x x < 1) :
    HasSum (fun n : ℕ => ((n : ℝ) + 1) * (P x x ^ n * escape P x)) (1 / escape P x) ∧
      meanHoldingTime P x = 1 / escape P x := by
  have hr : ‖P x x‖ < 1 := by
    rw [Real.norm_eq_abs, abs_of_nonneg (hP.nonneg x x)]
    exact hx
  have hne : 1 - P x x ≠ 0 := (sub_pos.2 hx).ne'
  have h := ((hasSum_coe_mul_geometric_of_norm_lt_one hr).add
    (hasSum_geometric_of_norm_lt_one hr)).mul_right (1 - P x x)
  have key : HasSum (fun n : ℕ => ((n : ℝ) + 1) * (P x x ^ n * escape P x))
      (1 / escape P x) := by
    have hterm : (fun n : ℕ => ((n : ℝ) + 1) * (P x x ^ n * escape P x))
        = fun n : ℕ => ((n : ℝ) * P x x ^ n + P x x ^ n) * (1 - P x x) := by
      funext n
      unfold escape
      ring
    have hval : 1 / escape P x
        = (P x x / (1 - P x x) ^ 2 + (1 - P x x)⁻¹) * (1 - P x x) := by
      unfold escape
      field_simp
      ring
    rw [hterm, hval]
    exact h
  exact ⟨key, key.tsum_eq⟩
```

If every escape probability is positive, the rows of \(J\) are normalised because

\[
\sum_y J(x,y)=\frac{\sum_y P(x,y)-P(x,x)}{e(x)}=\frac{1-P(x,x)}{e(x)}=1.
\]

```lean
/-- The rejection-free chain is a stochastic matrix with zero diagonal. -/
theorem jump_stochastic {P : S → S → ℝ} (hP : IsStochastic P) (hd : ∀ x, P x x < 1) :
    IsStochastic (jump P) ∧ ∀ x, jump P x x = 0 := by
  have he : ∀ x, 0 < escape P x := fun x => sub_pos.2 (hd x)
  refine ⟨⟨fun x y => ?_, fun x => ?_⟩, fun x => by simp [jump]⟩
  · unfold jump
    split_ifs
    · exact le_rfl
    · exact div_nonneg (hP.nonneg x y) (he x).le
  · have h : ∀ y, jump P x y = (P x y - if x = y then P x x else 0) / escape P x := by
      intro y
      by_cases hxy : x = y
      · subst hxy
        simp [jump]
      · simp [jump, hxy]
    rw [Finset.sum_congr rfl (fun y _ => h y), ← Finset.sum_div,
      Finset.sum_sub_distrib, hP.row_sum x, Finset.sum_ite_eq, if_pos (Finset.mem_univ x)]
    exact div_self (he x).ne'
```

Under the same condition, for any weight \(w\), the factor \(e(x)\) cancels the denominator of \(J\), leaving the balance sum without its diagonal term:

\[
\sum_x w(x)e(x)J(x,y)=\sum_x w(x)P(x,y)-w(y)P(y,y).
\]

Stationarity of \(we\) under \(J\) sets this equal to \(w(y)-w(y)P(y,y)\). Cancelling the common term leaves stationarity of \(w\) under \(P\), and the argument reverses.

```lean
/-- A weight is stationary for the original chain exactly when its product with the
escape probability is stationary for the rejection-free chain. -/
theorem stationary_iff {P : S → S → ℝ} (hd : ∀ x, P x x < 1) (w : S → ℝ) :
    IsStationary (jump P) (fun x => w x * escape P x) ↔ IsStationary P w := by
  have h : ∀ y, ∑ x, w x * escape P x * jump P x y = ∑ x, w x * P x y - w y * P y y := by
    intro y
    have ht : ∀ x, w x * escape P x * jump P x y
        = w x * P x y - if x = y then w y * P y y else 0 := by
      intro x
      have he : escape P x ≠ 0 := (sub_pos.2 (hd x)).ne'
      by_cases hxy : x = y
      · subst hxy
        simp [jump]
      · simp only [jump, if_neg hxy]
        field_simp
        ring
    rw [Finset.sum_congr rfl (fun x _ => ht x), Finset.sum_sub_distrib]
    simp
  -- both balance equations differ by the same diagonal term
  refine forall_congr' fun y => ?_
  change ∑ x, w x * escape P x * jump P x y = w y * escape P y ↔ _
  rw [h y]
  unfold escape
  constructor <;> intro h' <;> linarith
```

Now let \(r\ge0\) be stationary for \(P\), with \(r(b)=0\). If \(P(a,b)>0\), then

\[
0\le r(a)P(a,b)\le\sum_x r(x)P(x,b)=r(b)=0,
\]

so \(r(a)=0\). Induction along a path from \(x\) to the empty state \(z\) carries the zero back to \(x\).

```lean
omit [DecidableEq S] in
/-- In an irreducible chain a nonnegative stationary weight that vanishes at one state
vanishes everywhere. -/
theorem eq_zero_of_stationary {P : S → S → ℝ} (hP : IsStochastic P) (hirr : IsIrreducible P)
    {r : S → ℝ} (hr : ∀ x, 0 ≤ r x) (hs : IsStationary P r) {z : S} (hz : r z = 0) (x : S) :
    r x = 0 := by
  -- no weight can sit at a state that feeds an empty one
  have step : ∀ a b, 0 < P a b → r b = 0 → r a = 0 := by
    intro a b hab hb
    have h1 : r a * P a b ≤ ∑ x, r x * P x b :=
      Finset.single_le_sum (f := fun x => r x * P x b)
        (fun i _ => mul_nonneg (hr i) (hP.nonneg i b)) (Finset.mem_univ a)
    rw [hs b, hb] at h1
    by_contra hne
    have h2 := mul_pos (lt_of_le_of_ne (hr a) (Ne.symm hne)) hab
    linarith
  have h := hirr x z
  induction h using Relation.ReflTransGen.head_induction_on with
  | refl => exact hz
  | head h _ ih => exact step _ _ h ih
```

A stationary probability \(p\) is therefore strictly positive, since otherwise it would vanish everywhere. For any stationary \(w\), let \(z\) minimise \(w(y)/p(y)\) and put \(c=w(z)/p(z)\). Then \(w-cp\) is nonnegative, stationary and zero at \(z\), hence zero everywhere. Summing \(w=cp\) gives \(c=\sum_y w(y)\).

```lean
omit [DecidableEq S] in
/-- In an irreducible chain every stationary weight is its total mass times the
stationary probability. -/
theorem stationary_unique {P : S → S → ℝ} (hP : IsStochastic P) (hirr : IsIrreducible P)
    {p w : S → ℝ} (hp : ∀ x, 0 ≤ p x) (hp1 : ∑ x, p x = 1) (hps : IsStationary P p)
    (hw : IsStationary P w) (x : S) : w x = (∑ y, w y) * p x := by
  have hpos : ∀ y, 0 < p y := by
    intro y
    refine lt_of_le_of_ne (hp y) fun h0 => ?_
    have hz := eq_zero_of_stationary hP hirr hp hps h0.symm
    simp [hz] at hp1
  have : Nonempty S := ⟨x⟩
  obtain ⟨z, hz⟩ := Finite.exists_min (fun y => w y / p y)
  -- subtract the largest multiple of `p` that fits below `w`
  have hs : IsStationary P (fun y => w y - w z / p z * p y) := by
    intro y
    simp only [sub_mul, Finset.sum_sub_distrib, mul_assoc, ← Finset.mul_sum]
    rw [hw y, hps y]
  have h0 := eq_zero_of_stationary hP hirr
    (fun y => sub_nonneg.2 ((le_div_iff₀ (hpos y)).1 (hz y))) hs
    (z := z) (by simp [div_mul_cancel₀ _ (hpos z).ne'])
  have hc : ∀ y, w y = w z / p z * p y := fun y => sub_eq_zero.1 (h0 y)
  have hsum : ∑ y, w y = w z / p z := by
    rw [Finset.sum_congr rfl (fun y _ => hc y), ← Finset.mul_sum, hp1, mul_one]
  rw [hsum]
  exact hc x
```

Let \(q\) be a normalised stationary weight of \(J\), and set \(w=q\tau\). Since \(we=q\), the balance equivalence makes \(w\) stationary for \(P\). Uniqueness gives \(w=Wp\), where \(W=\sum_x q(x)\tau(x)\). If \(W\) were zero, \(w\) and hence \(q\) would vanish, contradicting \(\sum_x q(x)=1\). Thus

\[
\frac{\sum_x q(x)\tau(x)f(x)}{\sum_x q(x)\tau(x)}
=\frac{W\sum_x p(x)f(x)}{W}=\sum_x p(x)f(x).
\]

In `nfold_way`, `hps` and `hqs` say that \(p\) and \(q\) are stationary for \(P\) and \(J\), and `hd` says that no state traps the chain. The identifier refers to the n-fold way, a rejection-free algorithm that sorts moves into classes to select a jump. The theorem covers exact stationary averages, not that selection procedure.

Irreducibility matters. Take two disconnected copies of the two-level chain, with \(p\) supported on the first and \(q\) on the second. For the indicator of the first copy, the weighted average is 0 and the \(p\)-average is 1.

A model built on random trajectories would replace these sums by long-time averages along a run, and would need a law of large numbers for the chain.

```lean
/-- For an irreducible chain with waiting probabilities below one, averages over a stationary
distribution of the rejection-free chain, weighted by the mean holding times, equal the stationary
averages of the original chain. -/
theorem nfold_way {P : S → S → ℝ} (hP : IsStochastic P) (hirr : IsIrreducible P)
    (hd : ∀ x, P x x < 1) {p q : S → ℝ} (hp : ∀ x, 0 ≤ p x) (hp1 : ∑ x, p x = 1)
    (hps : IsStationary P p) (hq1 : ∑ x, q x = 1) (hqs : IsStationary (jump P) q)
    (f : S → ℝ) :
    (∑ x, q x * meanHoldingTime P x * f x) / (∑ x, q x * meanHoldingTime P x)
      = ∑ x, p x * f x := by
  have hqe : ∀ x, q x * meanHoldingTime P x * escape P x = q x := by
    intro x
    have he : escape P x ≠ 0 := (sub_pos.2 (hd x)).ne'
    rw [(holding_time hP (hd x)).2, mul_assoc, one_div, inv_mul_cancel₀ he, mul_one]
  -- the time-weighted distribution is stationary for the original chain
  have hw : IsStationary P (fun x => q x * meanHoldingTime P x) := by
    rw [← stationary_iff hd]
    simpa only [hqe] using hqs
  have hu := stationary_unique hP hirr hp hp1 hps hw
  have hne : ∑ x, q x * meanHoldingTime P x ≠ 0 := by
    intro h0
    have hq0 : ∀ x, q x = 0 := by
      intro x
      have hx : q x * meanHoldingTime P x = 0 := by
        have := hu x
        simpa only [h0, zero_mul] using this
      rw [← hqe x, hx, zero_mul]
    simp [hq0] at hq1
  rw [div_eq_iff hne, mul_comm, Finset.mul_sum]
  refine Finset.sum_congr rfl fun x _ => ?_
  rw [← mul_assoc]
  exact congrArg (· * f x) (hu x)
```

When can the holding times be omitted? Let every escape probability be positive, let \(p\) be positive and normalised, and let \(\bar e=\sum_x p(x)e(x)\). If \(p\) is stationary for \(P\), the balance equivalence makes \(q=pe/\bar e\) a normalised stationary weight of \(J\), and the unweighted average of \(f\) under this \(q\) is \(\sum_x p(x)e(x)f(x)/\bar e\). Suppose this equals the \(p\)-average for every \(f\). Testing the unweighted average with the indicator of \(x\) gives \(p(x)e(x)/\bar e=p(x)\), so \(e(x)=\bar e\) for every \(x\), and all waiting probabilities agree. Conversely, a constant \(e\) cancels from the ratio. The equivalence between these two conditions does not use stationarity of \(p\).

```lean
/-- Averages weighted by `p` times the escape probability, without holding times, agree
with the `p`-averages for all observables exactly when all waiting probabilities are equal. -/
theorem unweighted_iff {P : S → S → ℝ} (hd : ∀ x, P x x < 1) {p : S → ℝ}
    (hp : ∀ x, 0 < p x) (hp1 : ∑ x, p x = 1) :
    (∀ f : S → ℝ, (∑ x, p x * escape P x * f x) / (∑ x, p x * escape P x)
      = ∑ x, p x * f x) ↔ ∀ x y, P x x = P y y := by
  have hne : ∑ x, p x * escape P x ≠ 0 := by
    rcases isEmpty_or_nonempty S with h | h
    · simp at hp1
    · exact (Finset.sum_pos (fun x _ => mul_pos (hp x) (sub_pos.2 (hd x)))
        Finset.univ_nonempty).ne'
  constructor
  · intro h
    -- test with the indicator of a single state
    have he : ∀ x, escape P x = ∑ z, p z * escape P z := by
      intro x
      have hx := h (fun z => if z = x then 1 else 0)
      rw [div_eq_iff hne] at hx
      simp only [mul_ite, mul_one, mul_zero, Finset.sum_ite_eq', Finset.mem_univ,
        if_true] at hx
      exact mul_left_cancel₀ (hp x).ne' hx
    intro x y
    have hxy := (he x).trans (he y).symm
    unfold escape at hxy
    linarith
  · intro h f
    have he : ∀ x, escape P x = ∑ z, p z * escape P z := by
      intro x
      have hz : ∀ z, p z * escape P z = p z * escape P x := by
        intro z
        unfold escape
        rw [h z x]
      rw [Finset.sum_congr rfl (fun z _ => hz z), ← Finset.sum_mul, hp1, one_mul]
    rw [div_eq_iff hne, Finset.sum_mul]
    refine Finset.sum_congr rfl fun x _ => ?_
    rw [← he x]
    ring
```

The two-level chain from the opening has the following matrix.

```lean
/-- A two-level chain with waiting probabilities `1/2` and `3/4`. -/
def twoLevel : Fin 2 → Fin 2 → ℝ := ![![1/2, 1/2], ![1/4, 3/4]]
```

Here \(p=(1/3,2/3)\), \(q=(1/2,1/2)\) and \(\tau=(2,4)\). The product \(q\tau=(1,2)\) normalises to \(p\). The theorem below checks the chain's properties and both balance equations entry by entry.

```lean
/-- The two-level chain is stochastic and irreducible with waiting probabilities below one;
it has stationary probability `(1/3, 2/3)`, and its rejection-free chain has `(1/2, 1/2)`. -/
theorem nfold_way_witness :
    IsStochastic twoLevel ∧ IsIrreducible twoLevel ∧ (∀ x, twoLevel x x < 1) ∧
      IsStationary twoLevel ![1/3, 2/3] ∧ IsStationary (jump twoLevel) ![1/2, 1/2] := by
  have hpos : ∀ x y, 0 < twoLevel x y := by
    intro x y
    fin_cases x <;> fin_cases y <;> norm_num [twoLevel]
  refine ⟨⟨fun x y => (hpos x y).le, fun x => ?_⟩,
    fun x y => Relation.ReflTransGen.single (hpos x y), fun x => ?_, fun y => ?_, fun y => ?_⟩
  · fin_cases x <;> norm_num [twoLevel, Fin.sum_univ_two]
  · fin_cases x <;> norm_num [twoLevel]
  · fin_cases y <;> norm_num [twoLevel, Fin.sum_univ_two]
  · fin_cases y <;> norm_num [jump, escape, twoLevel, Fin.sum_univ_two]

end

end NFoldWay
```

```lean
#print axioms NFoldWay.jump_stochastic
#print axioms NFoldWay.nfold_way
#print axioms NFoldWay.unweighted_iff
```

```
'NFoldWay.jump_stochastic' depends on axioms: [propext, Classical.choice, Quot.sound]
'NFoldWay.nfold_way' depends on axioms: [propext, Classical.choice, Quot.sound]
'NFoldWay.unweighted_iff' depends on axioms: [propext, Classical.choice, Quot.sound]
```
